# At fixed chemical potential and any positive temperature, spin-orbit coupling in one xz, yz level pair favours magnetization along z over in-plane by less than $\xi^2/(4D)$

A magnetic anisotropy can be calculated by subtracting two electronic free energies, one for each direction of the magnetization. The numerical error that remains after the subtraction should be well below the difference itself, so an upper limit on that difference shows how strict the convergence thresholds must be at the least. They may have to be stricter, because the difference can be far below the limit. Such a limit, together with the sign, is derived here for independent electrons in a single pair of majority-spin levels, xz and yz, with the same chemical potential for both directions.

Let $D>0$ be the crystal-field splitting of the pair, $\xi\neq0$ the spin-orbit constant, and $\theta$ the angle between the magnetization and the z axis. The spin-orbit coupling is $\xi\,\mathbf L\cdot\mathbf S$, with the spin projection fixed at $1/2$ along the magnetization, whose direction is taken here as that of the majority spin. Between xz and yz only the z component of the orbital angular momentum $\mathbf L$ has a matrix element, so the coupling enters with the factor $(\xi/2)\cos\theta$:

$$H(\theta)=\tfrac D2\,\sigma_z+\tfrac{\xi}{2}\cos\theta\,\sigma_y .$$

With temperature $T>0$ in energy units and chemical potential $\mu$, a level of energy $e$ contributes $w(e)=-T\ln(1+e^{-(e-\mu)/T})$ to the grand potential $W(\theta)$. The claim is

$$0<W(\pi/2)-W(0)<\frac{\xi^2}{4D}.$$

The model neglects all other states of a real magnet, including the minority-spin levels that spin-orbit coupling mixes in. It also leaves out the interactions between the electrons and the magnetic dipole contribution to the anisotropy.

## From the two eigenvalues to the bound

**Eigenvalues.** The trace of $H$ is zero and its determinant is $-(D^2+\xi^2\cos^2\theta)/4$. The eigenvalues are therefore $\pm E/2$ with $E(\theta)=\sqrt{D^2+\xi^2\cos^2\theta}$.

**Shifting one level.** For $e<e'$ put $k=e^{(e'-e)/T}>1$ and $v=e^{-(e'-\mu)/T}$, so that $e^{-(e-\mu)/T}=kv$. From $1+v<1+kv<k(1+v)$, taking logarithms and multiplying by $T$ gives

$$0<w(e')-w(e)<e'-e .$$

**Widening a pair.** With $z=e^{\mu/T}$,

$$w(a)+w(-a)=-T\ln\!\left(1+z^2+2z\cosh(a/T)\right).$$

For $0\le a<b$ the hyperbolic cosine grows, so widening the pair from $\pm a$ to $\pm b$ lowers the grand potential. The amount is

$$[w(-a)-w(-b)]-[w(b)-w(a)]<b-a,$$

because the first bracket is below $b-a$ and the second is positive.

**Two angles.** Let $\cos^2\theta_1<\cos^2\theta_2$ and write $E_i=E(\theta_i)$. Then $D\le E_1<E_2$, and widening from $\pm E_1/2$ to $\pm E_2/2$ gives

$$0<W(\theta_1)-W(\theta_2)<\frac{E_2-E_1}{2}=\frac{E_2^2-E_1^2}{2(E_1+E_2)}<\frac{\xi^2(\cos^2\theta_2-\cos^2\theta_1)}{4D}.$$

The choice $\theta_1=\pi/2$, $\theta_2=0$ is the claim.

**Low temperature.** Let $|\mu|\le a$. The upper level has $-T\ln2\le w(a)\le0$. For the lower one, $q=(a+\mu)/T\ge0$ gives $e^q<1+e^q\le2e^q$, so $w(-a)$ lies below $-(a+\mu)$ by at most $T\ln2$. The pair thus lies below $-(a+\mu)$ by at most $2T\ln2$. Subtracting the values for $a=\sqrt{D^2+\xi^2}/2$ from those for $a=D/2$ shows that, for $|\mu|\le D/2$, the anisotropy differs from $(\sqrt{D^2+\xi^2}-D)/2$ by at most $2T\ln2$.

## The Hamiltonian and its grand potential in Lean

```lean
import Mathlib

open Matrix

namespace SpinOrbitAnisotropy

noncomputable section
```

Matrices are complex and indexed by `Fin 2`, with 0 for xz and 1 for yz.

```lean
/-- The Pauli matrix `σ_y`. -/
def sigmaY : Matrix (Fin 2) (Fin 2) ℂ := !![0, -Complex.I; Complex.I, 0]

/-- The Pauli matrix `σ_z`. -/
def sigmaZ : Matrix (Fin 2) (Fin 2) ℂ := !![1, 0; 0, -1]
```

The parameters of the Hamiltonian are real numbers, cast to complex ones where they multiply the Pauli matrices.

```lean
/-- Majority-spin Hamiltonian in the basis xz, yz: crystal-field splitting `D` and
spin-orbit coupling `ξ`, with the magnetization at angle `θ` to the z axis. -/
def hamiltonian (D ξ θ : ℝ) : Matrix (Fin 2) (Fin 2) ℂ :=
  ((D / 2 : ℝ) : ℂ) • sigmaZ + ((ξ / 2 * Real.cos θ : ℝ) : ℂ) • sigmaY
```

The function `splitting` is $E(\theta)$, the full distance between the levels.

```lean
/-- The level splitting `√(D² + ξ² cos² θ)`. -/
def splitting (D ξ θ : ℝ) : ℝ := Real.sqrt (D ^ 2 + ξ ^ 2 * Real.cos θ ^ 2)
```

The function `levelPotential` is $w(e)$, with Boltzmann's constant set to one.

```lean
/-- Grand potential of one fermion level of energy `e` at temperature `T > 0`
(in energy units) and chemical potential `μ`. -/
def levelPotential (T μ e : ℝ) : ℝ := -T * Real.log (1 + Real.exp (-(e - μ) / T))
```

The grand potential is defined for any Hermitian $2\times2$ matrix by a sum over its eigenvalues. The formula $\pm E/2$ is thus a theorem about the model and no part of its definition.

```lean
/-- Grand potential of independent fermions with one-particle Hamiltonian `A`, at
temperature `T > 0`: the sum of the level potentials over the eigenvalues of `A`. -/
def grandPotential {A : Matrix (Fin 2) (Fin 2) ℂ} (hA : A.IsHermitian) (T μ : ℝ) : ℝ :=
  ∑ i, levelPotential T μ (hA.eigenvalues i)
```

The explicit matrix makes Hermiticity an entry-by-entry check.

```lean
/-- The Hamiltonian written out as a matrix. -/
theorem hamiltonian_eq (D ξ θ : ℝ) : hamiltonian D ξ θ =
    !![((D / 2 : ℝ) : ℂ), -(((ξ / 2 * Real.cos θ : ℝ) : ℂ) * Complex.I);
       ((ξ / 2 * Real.cos θ : ℝ) : ℂ) * Complex.I, -((D / 2 : ℝ) : ℂ)] := by
  unfold hamiltonian
  generalize ξ / 2 * Real.cos θ = b
  generalize D / 2 = a
  ext i j
  fin_cases i <;> fin_cases j <;> simp [sigmaY, sigmaZ]

/-- The Hamiltonian is Hermitian. -/
theorem hamiltonian_isHermitian (D ξ θ : ℝ) : (hamiltonian D ξ θ).IsHermitian := by
  rw [hamiltonian_eq]
  generalize ξ / 2 * Real.cos θ = b
  generalize D / 2 = a
  refine Matrix.IsHermitian.ext fun i j => ?_
  fin_cases i <;> fin_cases j <;> simp
```

With Hermiticity established, `modelPotential` is $W(\theta)$. Its argument `μ` is held fixed when two angles are compared; the electron number is not.

```lean
/-- Grand potential of the xz, yz model at temperature `T > 0`, as a function of the
magnetization angle `θ`. -/
def modelPotential (D ξ T μ θ : ℝ) : ℝ :=
  grandPotential (hamiltonian_isHermitian D ξ θ) T μ
```

## The levels at plus and minus half the splitting

The theorem allows either order of the two eigenvalues. Its proof equates their sum with the trace and their product with the determinant. This yields $(x-E/2)(x+E/2)=0$ for the first eigenvalue $x$, and each factor gives one of the orders.

```lean
/-- The two eigenvalues of the Hamiltonian are plus and minus half the splitting
`√(D² + ξ² cos² θ)`, in one order or the other. -/
theorem eigenvalues_eq (D ξ θ : ℝ) :
    ((hamiltonian_isHermitian D ξ θ).eigenvalues 0 = splitting D ξ θ / 2 ∧
      (hamiltonian_isHermitian D ξ θ).eigenvalues 1 = -(splitting D ξ θ / 2)) ∨
    ((hamiltonian_isHermitian D ξ θ).eigenvalues 0 = -(splitting D ξ θ / 2) ∧
      (hamiltonian_isHermitian D ξ θ).eigenvalues 1 = splitting D ξ θ / 2) := by
  have htr : (hamiltonian D ξ θ).trace = 0 := by
    rw [hamiltonian_eq, Matrix.trace_fin_two]
    simp
  have hdet : (hamiltonian D ξ θ).det =
      ((-((D / 2) ^ 2 + (ξ / 2 * Real.cos θ) ^ 2) : ℝ) : ℂ) := by
    rw [hamiltonian_eq, Matrix.det_fin_two_of]
    generalize ξ / 2 * Real.cos θ = b
    generalize D / 2 = a
    push_cast
    linear_combination (b : ℂ) ^ 2 * Complex.I_sq
  have h1 := (hamiltonian_isHermitian D ξ θ).trace_eq_sum_eigenvalues
  have h2 := (hamiltonian_isHermitian D ξ θ).det_eq_prod_eigenvalues
  rw [htr, Fin.sum_univ_two] at h1
  rw [hdet, Fin.prod_univ_two] at h2
  generalize (hamiltonian_isHermitian D ξ θ).eigenvalues 0 = x at *
  generalize (hamiltonian_isHermitian D ξ θ).eigenvalues 1 = y at *
  have h1' : (0 : ℂ) = (x : ℂ) + (y : ℂ) := h1
  have h2' : ((-((D / 2) ^ 2 + (ξ / 2 * Real.cos θ) ^ 2) : ℝ) : ℂ) = (x : ℂ) * (y : ℂ) := h2
  have hs : 0 = x + y := by exact_mod_cast h1'
  have hp : -((D / 2) ^ 2 + (ξ / 2 * Real.cos θ) ^ 2) = x * y := by
    rw [← Complex.ofReal_mul] at h2'
    exact Complex.ofReal_injective h2'
  have hq : splitting D ξ θ ^ 2 = D ^ 2 + ξ ^ 2 * Real.cos θ ^ 2 :=
    Real.sq_sqrt (by positivity)
  -- trace zero and the determinant give x² = (splitting / 2)²
  have hx : (x - splitting D ξ θ / 2) * (x + splitting D ξ θ / 2) = 0 := by
    linear_combination -x * hs + hp - hq / 4
  rcases mul_eq_zero.mp hx with h | h
  · left
    constructor <;> linarith
  · right
    constructor <;> linarith
```

The order has no effect on the sum of the level potentials.

```lean
/-- The grand potential of the model is that of two levels at plus and minus half the
splitting. -/
theorem modelPotential_eq (D ξ T μ θ : ℝ) : modelPotential D ξ T μ θ =
    levelPotential T μ (splitting D ξ θ / 2) + levelPotential T μ (-(splitting D ξ θ / 2)) := by
  unfold modelPotential grandPotential
  rw [Fin.sum_univ_two]
  rcases eigenvalues_eq D ξ θ with ⟨h0, h1⟩ | ⟨h0, h1⟩
  · rw [h0, h1]
  · rw [h0, h1, add_comm]
```

## Moving one level and widening a pair

In the next proof `hk` states $k>1$ and `hu` is the factorization $kv$. The inequalities `h1` and `h2` are the two logarithmic comparisons.

```lean
/-- At `T > 0`, raising a level raises its grand potential, by less than the shift in
energy. -/
theorem levelPotential_shift {T μ e e' : ℝ} (hT : 0 < T) (h : e < e') :
    0 < levelPotential T μ e' - levelPotential T μ e ∧
      levelPotential T μ e' - levelPotential T μ e < e' - e := by
  have hk : 1 < Real.exp ((e' - e) / T) := Real.one_lt_exp_iff.2 (div_pos (sub_pos.2 h) hT)
  have hv := Real.exp_pos (-(e' - μ) / T)
  have hu : Real.exp (-(e - μ) / T) = Real.exp ((e' - e) / T) * Real.exp (-(e' - μ) / T) := by
    rw [← Real.exp_add]
    congr 1
    ring
  have h1 : Real.log (1 + Real.exp (-(e' - μ) / T)) < Real.log (1 + Real.exp (-(e - μ) / T)) :=
    Real.log_lt_log (by positivity) (by rw [hu]; nlinarith [mul_pos (sub_pos.2 hk) hv])
  have h2 : Real.log (1 + Real.exp (-(e - μ) / T)) <
      (e' - e) / T + Real.log (1 + Real.exp (-(e' - μ) / T)) := by
    calc Real.log (1 + Real.exp (-(e - μ) / T))
        < Real.log (Real.exp ((e' - e) / T) * (1 + Real.exp (-(e' - μ) / T))) :=
          Real.log_lt_log (by positivity) (by rw [hu]; nlinarith)
      _ = _ := by rw [Real.log_mul (by positivity) (by positivity), Real.log_exp]
  have h3 : T * ((e' - e) / T) = e' - e := by field_simp
  have h4 := mul_lt_mul_of_pos_left h1 hT
  have h5 := mul_lt_mul_of_pos_left h2 hT
  rw [mul_add, h3] at h5
  unfold levelPotential
  constructor <;> linarith
```

For the pair, `hP` is the hyperbolic-cosine formula. It gives the sign, while the upper bound combines the two halves of `levelPotential_shift`, applied to the upper and the lower level.

```lean
/-- At `T > 0`, widening a pair of levels from `±a` to `±b`, with `0 ≤ a < b`, lowers the
grand potential, by less than `b - a`. -/
theorem pair_widening {T μ a b : ℝ} (hT : 0 < T) (ha : 0 ≤ a) (hab : a < b) :
    0 < (levelPotential T μ a + levelPotential T μ (-a)) -
        (levelPotential T μ b + levelPotential T μ (-b)) ∧
      (levelPotential T μ a + levelPotential T μ (-a)) -
        (levelPotential T μ b + levelPotential T μ (-b)) < b - a := by
  -- the two partition factors multiply to an expression in cosh
  have hP : ∀ c : ℝ, levelPotential T μ c + levelPotential T μ (-c) =
      -T * Real.log (1 + Real.exp (μ / T) ^ 2 + 2 * Real.exp (μ / T) * Real.cosh (c / T)) := by
    intro c
    have e1 : Real.exp (-(c - μ) / T) = Real.exp (μ / T) * Real.exp (-(c / T)) := by
      rw [← Real.exp_add]
      congr 1
      ring
    have e2 : Real.exp (-(-c - μ) / T) = Real.exp (μ / T) * Real.exp (c / T) := by
      rw [← Real.exp_add]
      congr 1
      ring
    have e3 : Real.exp (c / T) * Real.exp (-(c / T)) = 1 := by
      rw [← Real.exp_add, add_neg_cancel, Real.exp_zero]
    unfold levelPotential
    rw [← mul_add, ← Real.log_mul (by positivity) (by positivity), e1, e2, Real.cosh_eq]
    congr 2
    linear_combination Real.exp (μ / T) ^ 2 * e3
  constructor
  · have hc : Real.cosh (a / T) < Real.cosh (b / T) := by
      rw [Real.cosh_lt_cosh, abs_of_nonneg (div_nonneg ha hT.le),
        abs_of_nonneg (div_nonneg (ha.trans hab.le) hT.le)]
      exact div_lt_div_of_pos_right hab hT
    have hz := mul_lt_mul_of_pos_left hc (Real.exp_pos (μ / T))
    have hca := Real.cosh_pos (a / T)
    have hl := Real.log_lt_log
      (show 0 < 1 + Real.exp (μ / T) ^ 2 + 2 * Real.exp (μ / T) * Real.cosh (a / T) by positivity)
      (show _ < 1 + Real.exp (μ / T) ^ 2 + 2 * Real.exp (μ / T) * Real.cosh (b / T) by linarith)
    rw [hP a, hP b]
    linarith [mul_lt_mul_of_pos_left hl hT]
  · have h1 := (levelPotential_shift (μ := μ) hT hab).1
    have h2 := (levelPotential_shift (μ := μ) hT (neg_lt_neg hab)).2
    linarith
```

## The anisotropy bound

The general theorem holds for every real `μ` and for any two angles with different $\cos^2\theta$, named so that `θ₂` has the larger value. The final `nlinarith` receives the product $(E_2-E_1)(E_1+E_2-2D)>0$, which is the difference-of-squares step with the denominators cleared.

```lean
/-- For `D > 0`, `ξ ≠ 0`, `T > 0` and any chemical potential, the grand potential is lower
at the angle with the larger `cos² θ`, and the difference is below
`ξ² (cos² θ₂ - cos² θ₁) / (4D)`. -/
theorem anisotropy_between_angles {D ξ T θ₁ θ₂ : ℝ} (μ : ℝ) (hD : 0 < D) (hξ : ξ ≠ 0)
    (hT : 0 < T) (hθ : Real.cos θ₁ ^ 2 < Real.cos θ₂ ^ 2) :
    0 < modelPotential D ξ T μ θ₁ - modelPotential D ξ T μ θ₂ ∧
      modelPotential D ξ T μ θ₁ - modelPotential D ξ T μ θ₂ <
        ξ ^ 2 * (Real.cos θ₂ ^ 2 - Real.cos θ₁ ^ 2) / (4 * D) := by
  have hx : 0 < ξ ^ 2 := by positivity
  have hlt : splitting D ξ θ₁ < splitting D ξ θ₂ :=
    Real.sqrt_lt_sqrt (by positivity) (by linarith [mul_lt_mul_of_pos_left hθ hx])
  have hD1 : D ≤ splitting D ξ θ₁ :=
    (Real.le_sqrt' hD).2 (le_add_of_nonneg_right (by positivity))
  have q1 : splitting D ξ θ₁ ^ 2 = D ^ 2 + ξ ^ 2 * Real.cos θ₁ ^ 2 :=
    Real.sq_sqrt (by positivity)
  have q2 : splitting D ξ θ₂ ^ 2 = D ^ 2 + ξ ^ 2 * Real.cos θ₂ ^ 2 :=
    Real.sq_sqrt (by positivity)
  have h := pair_widening (μ := μ) hT
    (show 0 ≤ splitting D ξ θ₁ / 2 by linarith)
    (show splitting D ξ θ₁ / 2 < splitting D ξ θ₂ / 2 by linarith)
  rw [modelPotential_eq, modelPotential_eq]
  refine ⟨h.1, h.2.trans ?_⟩
  -- the difference of squares turns the splittings into the second-order bound
  rw [lt_div_iff₀ (by positivity)]
  nlinarith [mul_pos (sub_pos.2 hlt)
    (show 0 < splitting D ξ θ₁ + splitting D ξ θ₂ - 2 * D by linarith)]
```

Setting the angles to $\pi/2$ and $0$ gives the strict bound. At every chemical potential the model therefore favours magnetization along z over magnetization in the plane.

```lean
/-- For `D > 0`, `ξ ≠ 0`, `T > 0` and any chemical potential, the grand potential is higher
for magnetization in the plane than along z, by less than `ξ² / (4D)`. -/
theorem magnetic_anisotropy {D ξ T : ℝ} (μ : ℝ) (hD : 0 < D) (hξ : ξ ≠ 0) (hT : 0 < T) :
    0 < modelPotential D ξ T μ (Real.pi / 2) - modelPotential D ξ T μ 0 ∧
      modelPotential D ξ T μ (Real.pi / 2) - modelPotential D ξ T μ 0 < ξ ^ 2 / (4 * D) := by
  have h := anisotropy_between_angles (θ₁ := Real.pi / 2) (θ₂ := 0) μ hD hξ hT
    (by rw [Real.cos_pi_div_two, Real.cos_zero]; norm_num)
  rw [Real.cos_pi_div_two, Real.cos_zero] at h
  exact ⟨h.1, h.2.trans_eq (by ring)⟩
```

## The low-temperature value

The pair estimate follows the derivation above: `h1` and `h2` bound the upper level, `h3` and `h4` the lower one.

```lean
/-- At `T > 0` and `|μ| ≤ a`, the grand potential of two levels at `±a` lies below
`-(a + μ)` by at most `2 T log 2`. -/
theorem pair_low_temperature {T μ a : ℝ} (hT : 0 < T) (hμ : |μ| ≤ a) :
    -(a + μ) - 2 * T * Real.log 2 ≤ levelPotential T μ a + levelPotential T μ (-a) ∧
      levelPotential T μ a + levelPotential T μ (-a) ≤ -(a + μ) := by
  obtain ⟨hl, hr⟩ := abs_le.mp hμ
  have hu : Real.exp (-(a - μ) / T) ≤ 1 :=
    Real.exp_le_one_iff.2 (div_nonpos_of_nonpos_of_nonneg (by linarith) hT.le)
  have h1 : 0 ≤ Real.log (1 + Real.exp (-(a - μ) / T)) :=
    Real.log_nonneg (by linarith [Real.exp_pos (-(a - μ) / T)])
  have h2 : Real.log (1 + Real.exp (-(a - μ) / T)) ≤ Real.log 2 :=
    Real.log_le_log (by positivity) (by linarith)
  have hTq : T * (-(-a - μ) / T) = a + μ := by
    field_simp
    ring
  have hq : 0 ≤ -(-a - μ) / T := div_nonneg (by linarith) hT.le
  unfold levelPotential
  generalize -(-a - μ) / T = q at *
  have h3 : q ≤ Real.log (1 + Real.exp q) := by
    calc q = Real.log (Real.exp q) := (Real.log_exp q).symm
      _ ≤ _ := Real.log_le_log (Real.exp_pos q) (by linarith)
  have h4 : Real.log (1 + Real.exp q) ≤ Real.log 2 + q := by
    calc Real.log (1 + Real.exp q) ≤ Real.log (2 * Real.exp q) :=
          Real.log_le_log (by positivity) (by linarith [Real.add_one_le_exp q])
      _ = _ := by rw [Real.log_mul (by norm_num) (by positivity), Real.log_exp]
  have m1 := mul_nonneg hT.le h1
  have m2 := mul_le_mul_of_nonneg_left h2 hT.le
  have m3 := mul_le_mul_of_nonneg_left h3 hT.le
  have m4 := mul_le_mul_of_nonneg_left h4 hT.le
  constructor <;> linarith
```

The last theorem also admits $\xi=0$. The condition `|μ| ≤ D / 2` places the chemical potential between the levels, or on one of them, at both angles. For this two-level model the theorem limits the effect of Fermi smearing on the anisotropy, which is informative when $2T\ln2$ is small compared with $(\sqrt{D^2+\xi^2}-D)/2$. The true effect can be far smaller than this limit: since $\ln(1+x)\le x$, it is also at most $2T\,e^{-(D/2-|\mu|)/T}$, which is exponentially small at low temperature when $|\mu|<D/2$. This sharper estimate is not part of the Lean code.

```lean
/-- At `T > 0` and `|μ| ≤ D/2`, the difference of the grand potential between in-plane and
z magnetization equals `(√(D² + ξ²) - D) / 2` to within `2 T log 2`. -/
theorem anisotropy_low_temperature {D T μ : ℝ} (ξ : ℝ) (hT : 0 < T) (hμ : |μ| ≤ D / 2) :
    |modelPotential D ξ T μ (Real.pi / 2) - modelPotential D ξ T μ 0 -
      (Real.sqrt (D ^ 2 + ξ ^ 2) - D) / 2| ≤ 2 * T * Real.log 2 := by
  have hD : 0 ≤ D := by linarith [abs_nonneg μ]
  have s1 : splitting D ξ (Real.pi / 2) = D := by
    unfold splitting
    rw [Real.cos_pi_div_two, show D ^ 2 + ξ ^ 2 * 0 ^ 2 = D ^ 2 by ring, Real.sqrt_sq hD]
  have s2 : splitting D ξ 0 = Real.sqrt (D ^ 2 + ξ ^ 2) := by
    unfold splitting
    rw [Real.cos_zero, one_pow, mul_one]
  have hle : D ≤ Real.sqrt (D ^ 2 + ξ ^ 2) := by
    calc D = Real.sqrt (D ^ 2) := (Real.sqrt_sq hD).symm
      _ ≤ _ := Real.sqrt_le_sqrt (le_add_of_nonneg_right (sq_nonneg ξ))
  rw [modelPotential_eq, modelPotential_eq, s1, s2]
  obtain ⟨a1, a2⟩ := pair_low_temperature hT hμ
  obtain ⟨b1, b2⟩ := pair_low_temperature hT
    (show |μ| ≤ Real.sqrt (D ^ 2 + ξ ^ 2) / 2 by linarith)
  rw [abs_le]
  constructor <;> linarith

end

end SpinOrbitAnisotropy
```

```lean
#print axioms SpinOrbitAnisotropy.magnetic_anisotropy
#print axioms SpinOrbitAnisotropy.anisotropy_low_temperature
```

```
'SpinOrbitAnisotropy.magnetic_anisotropy' depends on axioms: [propext, Classical.choice, Quot.sound]
'SpinOrbitAnisotropy.anisotropy_low_temperature' depends on axioms: [propext, Classical.choice, Quot.sound]
```
